# For nonnegative weights, the m largest occupations of an averaged density matrix sum to at most the weighted sum of the states' own values

Several electronic states can share one m-dimensional orbital subspace. Here it is given by m orthonormal orbitals u_0, …, u_{m−1}, and its quality for a state is the occupation that they capture from that state's one-particle density matrix. The projector onto their span would describe the same subspace.

## The bound and its equality condition

Let D_i be the Hermitian density matrices of the states in a common orthonormal basis of N orbitals, with weights w_i ≥ 0 and average

D̄ = ∑_i w_i D_i.

For a Hermitian matrix A, write its eigenvalues in decreasing order as λ_0(A) ≥ λ_1(A) ≥ … ≥ λ_{N−1}(A). For a density matrix these are the natural occupations. For m ≤ N define

S_m(A) = ∑_{j<m} λ_j(A),
C(A, u) = ∑_{j<m} ⟨u_j, A u_j⟩.

S_m is the leading occupation sum and C the captured occupation. The orbitals u are optimal for A if C(A, u) = S_m(A). The bound is

S_m(D̄) ≤ ∑_i w_i S_m(D_i).

Equality holds if one orthonormal set u is optimal for every D_i. It holds exactly when the m leading natural orbitals of D̄ are optimal for every state of nonzero weight.

## Truncation to shared natural orbitals

A multistate code may diagonalise D̄ and keep its m leading natural orbitals, for instance to drop weakly occupied orbitals from a later calculation. Within a finite orbital basis, the difference

∑_i w_i S_m(D_i) − S_m(D̄)

is the weighted occupation lost by using these shared orbitals instead of the best m orbitals for each state.

A program can print this difference cheaply. A negative value larger than rounding points to an inconsistency, such as different weights in the two terms or eigenvalues summed from the wrong end of an ascending list. A nonnegative value does not show that the D_i were in the same basis, because the bound holds for any Hermitian matrices of equal size.

As an example, take three orbitals and two three-electron states with spin-summed density matrices

D_1 = diag(2, 1, 0), D_2 = diag(2, 0, 1),

weights 3/4 and 1/4, and m = 2. Then

D̄ = diag(2, 3/4, 1/4),
S_2(D̄) = 11/4,
(3/4)·3 + (1/4)·3 = 3.

The shared orbitals 0 and 1 capture all three electrons of the first state but only two of the second. The difference is therefore (1/4)·1 = 1/4. For m = 1, orbital 0 is optimal for both states, and both sides equal 2.

Weights that merely sum to one are not enough. With weights 2 and −1 and the same matrices, D̄ = diag(2, 2, −1). For m = 2 the left side is 4, while the right side is 2·3 − 3 = 3.

## From orbital populations to the bound

Let v_k be orthonormal natural orbitals of A, with A v_k = λ_k v_k. Inserting this basis into an expectation value gives

⟨x, A x⟩ = ∑_k ⟨x, v_k⟩⟨v_k, A x⟩ = ∑_k λ_k |⟨v_k, x⟩|².

For orthonormal u_j, define the population of v_k as

p_k = ∑_{j<m} |⟨v_k, u_j⟩|².

Summing the expectation values gives C(A, u) = ∑_k λ_k p_k. Bessel's inequality gives 0 ≤ p_k ≤ 1, and normalisation of the u_j gives ∑_k p_k = m.

Choose a number c with λ_k ≥ c for k < m and λ_k ≤ c for k ≥ m. If m < N, c = λ_m will do; if m = N, any lower bound on the levels will do. Then

λ_k p_k ≤ λ_k − c(1 − p_k) for k < m,
λ_k p_k ≤ c p_k for k ≥ m.

Adding these inequalities yields

C(A, u) ≤ S_m(A) − c(m − ∑_k p_k) = S_m(A).

The choice u_j = v_j attains this value, since each expectation value is then λ_j. Together these two facts are Ky Fan's maximum principle.

Captured occupation is linear in the density matrix:

C(D̄, u) = ∑_i w_i C(D_i, u).

Let v̄ be the m leading natural orbitals of D̄. They are orthonormal, so they capture at most S_m(D_i) from each state. Since w_i ≥ 0,

S_m(D̄) = C(D̄, v̄) = ∑_i w_i C(D_i, v̄) ≤ ∑_i w_i S_m(D_i).

If a common set u is optimal for every state, the reverse inequality follows:

∑_i w_i S_m(D_i) = ∑_i w_i C(D_i, u) = C(D̄, u) ≤ S_m(D̄).

For the exact criterion, write the difference as

∑_i w_i S_m(D_i) − S_m(D̄) = ∑_i w_i [S_m(D_i) − C(D_i, v̄)].

Every term is nonnegative. The sum vanishes exactly when each term does, so v̄ must be optimal wherever w_i ≠ 0.

## The Lean file

```lean
import Mathlib

open Matrix

namespace AveragedNaturalOrbitals

variable {n ι : Type*} [Fintype n] [DecidableEq n] [Fintype ι] {m : ℕ}

/-- The state-averaged density matrix `∑ w_i D_i`. -/
noncomputable def average (w : ι → ℝ) (D : ι → Matrix n n ℂ) : Matrix n n ℂ :=
  ∑ i, w i • D i

/-- The sum of the `m` largest eigenvalues (natural occupations) of a Hermitian matrix,
with `m` at most the number of orbitals. -/
noncomputable def leadingSum {A : Matrix n n ℂ} (hA : A.IsHermitian)
    (hm : m ≤ Fintype.card n) : ℝ := ∑ j : Fin m, hA.eigenvalues₀ (Fin.castLE hm j)

/-- The occupation captured by the orbitals `u_j`: the sum of the expectation values
`⟨u_j, A u_j⟩`. -/
def captured (A : Matrix n n ℂ) (u : Fin m → EuclideanSpace ℂ n) : ℝ :=
  ∑ j, (star (u j).ofLp ⬝ᵥ A *ᵥ (u j).ofLp).re

/-- The natural orbitals of a Hermitian matrix, in order of decreasing occupation. -/
noncomputable def natOrb {A : Matrix n n ℂ} (hA : A.IsHermitian) :
    OrthonormalBasis (Fin (Fintype.card n)) ℂ (EuclideanSpace ℂ n) :=
  hA.eigenvectorBasis.reindex (Fintype.equivOfCardEq (Fintype.card_fin _)).symm

/-- The `m` natural orbitals of largest occupation. -/
noncomputable def leading {A : Matrix n n ℂ} (hA : A.IsHermitian)
    (hm : m ≤ Fintype.card n) : Fin m → EuclideanSpace ℂ n :=
  fun j => natOrb hA (Fin.castLE hm j)

omit [Fintype n] [DecidableEq n] in
/-- A real-weighted average of Hermitian matrices is Hermitian. -/
theorem average_isHermitian (w : ι → ℝ) {D : ι → Matrix n n ℂ}
    (hD : ∀ i, (D i).IsHermitian) : (average w D).IsHermitian := by
  unfold Matrix.IsHermitian average
  rw [Matrix.conjTranspose_sum]
  refine Finset.sum_congr rfl fun i _ => ?_
  rw [Matrix.conjTranspose_smul, star_trivial, (hD i).eq]

/-- An expectation value is the sum of the natural occupations, each weighted by the squared
overlap with its natural orbital. -/
theorem expectation_eq {A : Matrix n n ℂ} (hA : A.IsHermitian) (x : EuclideanSpace ℂ n) :
    (star x.ofLp ⬝ᵥ A *ᵥ x.ofLp).re =
      ∑ k, hA.eigenvalues₀ k * ‖inner ℂ (natOrb hA k) x‖ ^ 2 := by
  have hv : ∀ k, A *ᵥ (natOrb hA k).ofLp = hA.eigenvalues₀ k • (natOrb hA k).ofLp := by
    intro k
    unfold natOrb
    rw [OrthonormalBasis.reindex_apply, Equiv.symm_symm, hA.mulVec_eigenvectorBasis]
    simp [Matrix.IsHermitian.eigenvalues]
  -- move the Hermitian matrix onto the natural orbital
  have hb : ∀ k, inner ℂ (natOrb hA k) (WithLp.toLp 2 (A *ᵥ x.ofLp)) =
      (hA.eigenvalues₀ k : ℂ) * inner ℂ (natOrb hA k) x := by
    intro k
    have h := congrArg star (hv k)
    rw [Matrix.star_mulVec, hA.eq, star_smul, star_trivial (hA.eigenvalues₀ k)] at h
    rw [EuclideanSpace.inner_eq_star_dotProduct, EuclideanSpace.inner_eq_star_dotProduct,
      dotProduct_comm, Matrix.dotProduct_mulVec, h, smul_dotProduct, Complex.real_smul,
      dotProduct_comm]
  have e : star x.ofLp ⬝ᵥ A *ᵥ x.ofLp = inner ℂ x (WithLp.toLp 2 (A *ᵥ x.ofLp)) := by
    rw [EuclideanSpace.inner_eq_star_dotProduct, dotProduct_comm]
  rw [e, ← (natOrb hA).sum_inner_mul_inner, Complex.re_sum]
  refine Finset.sum_congr rfl fun k _ => ?_
  rw [hb, ← inner_conj_symm x (natOrb hA k), Complex.sq_norm, Complex.normSq_apply]
  simp only [Complex.mul_re, Complex.mul_im, Complex.conj_re, Complex.conj_im,
    Complex.ofReal_re, Complex.ofReal_im]
  ring

/-- If decreasing levels `l_k` are filled with populations between 0 and 1 that add up to `m`,
the total is at most the sum of the first `m` levels. -/
theorem filling_le {N : ℕ} (hm : m ≤ N) {l p : Fin N → ℝ} (hl : Antitone l)
    (h0 : ∀ k, 0 ≤ p k) (h1 : ∀ k, p k ≤ 1) (hp : ∑ k, p k = m) :
    ∑ k, l k * p k ≤ ∑ j : Fin m, l (Fin.castLE hm j) := by
  obtain ⟨r, rfl⟩ := Nat.exists_eq_add_of_le hm
  -- a level `c` separating the first `m` levels from the rest
  obtain ⟨c, hc1, hc2⟩ : ∃ c : ℝ, (∀ i : Fin m, c ≤ l (Fin.castAdd r i)) ∧
      ∀ i : Fin r, l (Fin.natAdd m i) ≤ c := by
    cases r with
    | zero =>
      refine ⟨-∑ k, |l k|, fun i => ?_, fun i => i.elim0⟩
      have h := Finset.single_le_sum (f := fun k => |l k|) (fun k _ => abs_nonneg (l k))
        (Finset.mem_univ (Fin.castAdd 0 i))
      have h' := neg_abs_le (l (Fin.castAdd 0 i))
      linarith
    | succ r =>
      refine ⟨l (Fin.natAdd m 0), fun i => hl ?_, fun i => hl ?_⟩
      · rw [Fin.le_def]
        simp only [Fin.val_castAdd, Fin.val_natAdd]
        omega
      · rw [Fin.le_def]
        simp
  rw [Fin.sum_univ_add] at hp ⊢
  have a1 : ∑ i : Fin m, l (Fin.castAdd r i) * p (Fin.castAdd r i) ≤
      ∑ i : Fin m, (l (Fin.castAdd r i) - c * (1 - p (Fin.castAdd r i))) :=
    Finset.sum_le_sum fun i _ => by
      nlinarith [mul_nonneg (sub_nonneg.2 (h1 (Fin.castAdd r i))) (sub_nonneg.2 (hc1 i))]
  have a2 : ∑ i : Fin r, l (Fin.natAdd m i) * p (Fin.natAdd m i) ≤
      ∑ i : Fin r, c * p (Fin.natAdd m i) :=
    Finset.sum_le_sum fun i _ => mul_le_mul_of_nonneg_right (hc2 i) (h0 _)
  rw [Finset.sum_sub_distrib, ← Finset.mul_sum, Finset.sum_sub_distrib] at a1
  rw [← Finset.mul_sum] at a2
  simp only [Finset.sum_const, Finset.card_univ, Fintype.card_fin, nsmul_eq_mul, mul_one] at a1
  change _ ≤ ∑ i : Fin m, l (Fin.castAdd r i)
  linear_combination a1 + a2 + c * hp

/-- Auxiliary bound: orthonormal orbitals capture at most the leading eigenvalue sum. -/
theorem captured_le {A : Matrix n n ℂ} (hA : A.IsHermitian) (hm : m ≤ Fintype.card n)
    {u : Fin m → EuclideanSpace ℂ n} (hu : Orthonormal ℂ u) :
    captured A u ≤ leadingSum hA hm := by
  unfold captured
  simp only [expectation_eq hA]
  rw [Finset.sum_comm]
  simp only [← Finset.mul_sum]
  refine filling_le hm hA.eigenvalues₀_antitone
    (fun k => Finset.sum_nonneg fun j _ => sq_nonneg _) (fun k => ?_) ?_
  · -- Bessel's inequality
    have h := hu.sum_inner_products_le (natOrb hA k) (s := Finset.univ)
    rw [(natOrb hA).orthonormal.1 k, one_pow] at h
    simpa only [norm_inner_symm] using h
  · rw [Finset.sum_comm]
    simp [(natOrb hA).sum_sq_norm_inner_right, hu.1]

/-- The leading natural orbitals are orthonormal and capture the leading eigenvalue sum. -/
theorem leading_spec {A : Matrix n n ℂ} (hA : A.IsHermitian) (hm : m ≤ Fintype.card n) :
    Orthonormal ℂ (leading hA hm) ∧ captured A (leading hA hm) = leadingSum hA hm := by
  refine ⟨(natOrb hA).orthonormal.comp _ (Fin.castLE_injective hm),
    Finset.sum_congr rfl fun j _ => ?_⟩
  rw [expectation_eq hA, Finset.sum_eq_single (Fin.castLE hm j)]
  · unfold leading
    rw [inner_self_eq_norm_sq_to_K, (natOrb hA).orthonormal.1]
    simp
  · intro k _ hk
    have h : inner ℂ (natOrb hA k) (leading hA hm j) = 0 := (natOrb hA).orthonormal.2 hk
    rw [h]
    simp
  · simp

omit [DecidableEq n] in
/-- The occupation captured from the averaged density matrix is the weighted sum of the
occupations captured from the individual states. -/
theorem captured_average (w : ι → ℝ) (D : ι → Matrix n n ℂ)
    (u : Fin m → EuclideanSpace ℂ n) :
    captured (average w D) u = ∑ i, w i * captured (D i) u := by
  classical
  have h : ∀ (s : Finset ι) (x : n → ℂ), (star x ⬝ᵥ (∑ i ∈ s, w i • D i) *ᵥ x).re =
      ∑ i ∈ s, w i * (star x ⬝ᵥ D i *ᵥ x).re := by
    intro s x
    induction s using Finset.induction_on with
    | empty => simp
    | insert a s ha ih =>
      rw [Finset.sum_insert ha, Finset.sum_insert ha, Matrix.add_mulVec, dotProduct_add,
        Complex.add_re, ih, Matrix.smul_mulVec, dotProduct_smul, Complex.smul_re, smul_eq_mul]
  simp only [captured, average, h, Finset.mul_sum]
  exact Finset.sum_comm

/-- For Hermitian density matrices and nonnegative weights, the sum of the `m` largest
eigenvalues of the average is at most the weighted sum of those of the individual states. -/
theorem leadingSum_average_le {w : ι → ℝ} (hw : ∀ i, 0 ≤ w i) {D : ι → Matrix n n ℂ}
    (hD : ∀ i, (D i).IsHermitian) (hm : m ≤ Fintype.card n) :
    leadingSum (average_isHermitian w hD) hm ≤ ∑ i, w i * leadingSum (hD i) hm := by
  obtain ⟨ho, hc⟩ := leading_spec (average_isHermitian w hD) hm
  rw [← hc, captured_average]
  exact Finset.sum_le_sum fun i _ => mul_le_mul_of_nonneg_left (captured_le (hD i) hm ho) (hw i)

/-- For nonnegative weights, equality holds if one set of `m` orthonormal orbitals is optimal for
every state. -/
theorem leadingSum_average_eq {w : ι → ℝ} (hw : ∀ i, 0 ≤ w i) {D : ι → Matrix n n ℂ}
    (hD : ∀ i, (D i).IsHermitian) (hm : m ≤ Fintype.card n)
    {u : Fin m → EuclideanSpace ℂ n} (hu : Orthonormal ℂ u)
    (hopt : ∀ i, captured (D i) u = leadingSum (hD i) hm) :
    leadingSum (average_isHermitian w hD) hm = ∑ i, w i * leadingSum (hD i) hm := by
  refine le_antisymm (leadingSum_average_le hw hD hm) ?_
  simp only [← hopt]
  rw [← captured_average]
  exact captured_le _ hm hu

/-- For nonnegative weights, equality holds exactly when the leading averaged natural orbitals
are optimal for every state of nonzero weight. -/
theorem leadingSum_average_eq_iff {w : ι → ℝ} (hw : ∀ i, 0 ≤ w i) {D : ι → Matrix n n ℂ}
    (hD : ∀ i, (D i).IsHermitian) (hm : m ≤ Fintype.card n) :
    leadingSum (average_isHermitian w hD) hm = ∑ i, w i * leadingSum (hD i) hm ↔
      ∀ i, w i ≠ 0 →
        captured (D i) (leading (average_isHermitian w hD) hm) = leadingSum (hD i) hm := by
  obtain ⟨ho, hc⟩ := leading_spec (average_isHermitian w hD) hm
  rw [← hc, captured_average, Finset.sum_eq_sum_iff_of_le fun i _ =>
    mul_le_mul_of_nonneg_left (captured_le (hD i) hm ho) (hw i)]
  constructor
  · exact fun h i hi => mul_left_cancel₀ hi (h i (Finset.mem_univ i))
  · intro h i _
    by_cases hi : w i = 0
    · rw [hi, zero_mul, zero_mul]
    · rw [h i hi]

end AveragedNaturalOrbitals
```

```lean
#print axioms AveragedNaturalOrbitals.leadingSum_average_le
#print axioms AveragedNaturalOrbitals.leadingSum_average_eq
#print axioms AveragedNaturalOrbitals.leadingSum_average_eq_iff
```

```
'AveragedNaturalOrbitals.leadingSum_average_le' depends on axioms: [propext, Classical.choice, Quot.sound]
'AveragedNaturalOrbitals.leadingSum_average_eq' depends on axioms: [propext, Classical.choice, Quot.sound]
'AveragedNaturalOrbitals.leadingSum_average_eq_iff' depends on axioms: [propext, Classical.choice, Quot.sound]
```

## What the theorems say about the states

The type `n` labels the orbitals, so N is `Fintype.card n`; the type `ι` labels a finite collection of states. D̄ is `average w D`, S_m is `leadingSum`, and C is `captured`. The list `eigenvalues₀` is in decreasing order and starts at index 0, and `Fin.castLE hm j` reads an index below m as one below N. The real part in `captured` loses nothing for a Hermitian matrix, whose expectation values are real. `natOrb` is the full natural-orbital basis, and `leading` is its first m members.

The hypothesis `hD` says that every D_i is Hermitian, which makes its occupations real. The hypothesis `hw` says that each state enters the ensemble with a nonnegative share. The weights need not sum to one, and the D_i need not have fixed trace or occupations between 0 and 2.

`leadingSum_average_le` is the bound. `leadingSum_average_eq` gives equality from a common optimal set; its hypothesis `hopt` includes states of zero weight. `leadingSum_average_eq_iff` is the exact criterion, which ignores those states.

## How the lemmas carry the argument

`average_isHermitian` ensures that D̄ has a real ordered spectrum. In `expectation_eq`, `hv` is the eigenvalue equation, `hb` moves A onto the natural orbital, and `sum_inner_mul_inner` inserts the basis.

`filling_le` is the inequality for populations. It writes N as m + r and finds the separating level c; `a1` and `a2` are the summed estimates for the two groups of levels, and `linear_combination` adds them using the total population. `captured_le` exchanges the sums over orbitals and levels, then supplies Bessel's inequality and the total m. `leading_spec` shows that the leading natural orbitals are orthonormal and attain the bound.

`captured_average` proves linearity by induction over the states. The main inequality then compares the states term by term with `Finset.sum_le_sum`. The common-set result combines two inequalities through `le_antisymm`. The exact criterion uses `Finset.sum_eq_sum_iff_of_le`: when every term on one side is at most its partner, equal sums force equal terms.

## From matrices to a production calculation

The step left to the program is producing the D_i in one common orthonormal basis. Density matrices in nonorthogonal atomic orbitals must first be transformed with the overlap matrix, and states computed with different orbitals must be brought to the same basis before averaging.

The difference is a weighted total and does not show the loss for each state separately. In the example above, a difference of 1/4 hides the loss of a whole electron from the second state. Nor does a small loss of occupation by itself bound the error in an energy.

If λ_{m−1}(D̄) = λ_m(D̄), even the span of the leading natural orbitals is not unique, and a diagonaliser may return a set with a different span from the one that `leading` selects. The derivation above applies to any such choice, although the Lean criterion is stated for the selected one.
